# At fixed momentum transfer, the electron gas's statically screened ring integrand reduces to its second-order term as screening vanishes

In an electron gas with static screening of squared Thomas-Fermi wave vector `a`, the ring diagrams contribute the integrand q³(log(1 + a/q²) − a/q²) at momentum transfer q, and second order contributes −a²/(2q). The lemma says that for each fixed q > 0 the ratio of the two tends to 1 as `a` tends to 0 from above. It compares the integrands at a single q and says nothing about their integrals over q. The proof puts x = a/q² into the limit (log(1 + x) − x)/x² → −1/2, proved just before, and multiplies by −2. For this it must show that a/q² tends to 0 through positive values, and that is where it fails.

As first written in Lean, the proof fails:

```lean
import Mathlib

open Filter Topology MeasureTheory

namespace ElectronGasRingSum

noncomputable section

/-- The ring-diagram integrand at momentum transfer `q`, with static screening of squared
Thomas-Fermi wave vector `a`. -/
def ringIntegrand (a q : ℝ) : ℝ := q ^ 3 * (Real.log (1 + a / q ^ 2) - a / q ^ 2)

/-- The second-order integrand at momentum transfer `q`. -/
def secondOrder (a q : ℝ) : ℝ := -a ^ 2 / (2 * q)

/-- The logarithm with its linear term removed starts with the quadratic term `-x²/2`. -/
theorem log_quadratic_term :
    Tendsto (fun x : ℝ => (Real.log (1 + x) - x) / x ^ 2) (𝓝[>] 0) (𝓝 (-1 / 2)) := by
  rw [tendsto_iff_norm_sub_tendsto_zero]
  refine squeeze_zero' (g := fun x : ℝ => 2 * x)
    (Eventually.of_forall fun x => norm_nonneg _) ?_ ?_
  · filter_upwards [Ioo_mem_nhdsGT (show (0 : ℝ) < 1 / 2 by norm_num)] with x hx
    have hx0 : 0 < x := hx.1
    have hx1 : x < 1 / 2 := hx.2
    have hne : x ≠ 0 := hx0.ne'
    -- Taylor bound for the logarithm after two terms
    have h := Real.abs_log_sub_add_sum_range_le (x := -x)
      (by rw [abs_neg, abs_of_pos hx0]; linarith) 2
    have e : ∑ i ∈ Finset.range 2, (-x) ^ (i + 1) / ((i : ℝ) + 1) + Real.log (1 - -x)
        = Real.log (1 + x) - x + x ^ 2 / 2 := by
      rw [Finset.sum_range_succ, Finset.sum_range_one, sub_neg_eq_add]
      push_cast
      ring
    rw [e, abs_neg, abs_of_pos hx0] at h
    have h2 : x ^ (2 + 1) / (1 - x) ≤ 2 * x * x ^ 2 := by
      rw [div_le_iff₀ (by linarith)]
      have h4 : 2 * x * x ^ 2 * (1 - x) - x ^ (2 + 1) = x ^ 3 * (1 - 2 * x) := by ring
      rw [← sub_nonneg, h4]
      exact mul_nonneg (pow_pos hx0 3).le (by linarith)
    have e2 : (Real.log (1 + x) - x) / x ^ 2 - -1 / 2
        = (Real.log (1 + x) - x + x ^ 2 / 2) / x ^ 2 := by
      field_simp
      ring
    have hsq : 0 < x ^ 2 := by positivity
    rw [e2, Real.norm_eq_abs, abs_div, abs_of_pos hsq, div_le_iff₀ hsq]
    exact h.trans h2
  · have h : Continuous fun x : ℝ => 2 * x := by fun_prop
    exact (h.tendsto' 0 0 (by simp)).mono_left nhdsWithin_le_nhds

/-- At fixed momentum transfer the ratio of the ring integrand to the second-order integrand
tends to 1 for weak screening. -/
theorem ring_over_secondOrder {q : ℝ} (hq : 0 < q) :
    Tendsto (fun a => ringIntegrand a q / secondOrder a q) (𝓝[>] 0) (𝓝 1) := by
  have hx : Tendsto (fun a : ℝ => a / q ^ 2) (𝓝[>] 0) (𝓝[>] 0) := by
    refine tendsto_nhdsWithin_iff.2 ⟨?_, ?_⟩
    · have h : Continuous fun a : ℝ => a / q ^ 2 := continuous_id.div_const _
      exact (h.tendsto' 0 0 (by simp)).mono_left nhdsWithin_le_nhds
    · filter_upwards [self_mem_nhdsWithin] with a ha
      exact div_pos ha (by positivity)
  have h := (log_quadratic_term.comp hx).const_mul (-2)
  rw [show (-2 : ℝ) * (-1 / 2) = 1 by norm_num] at h
  refine h.congr' ?_
  filter_upwards [self_mem_nhdsWithin] with a ha
  have ha0 : a ≠ 0 := ne_of_gt ha
  have hq0 : q ≠ 0 := hq.ne'
  simp only [Function.comp_apply, ringIntegrand, secondOrder]
  generalize Real.log (1 + a / q ^ 2) = L
  field_simp <;> ring

end

end ElectronGasRingSum
```

The error:

```
Main.lean:59:27: error: failed to synthesize
  Zero ?m.165

Hint: Additional diagnostic information may be available using the `set_option diagnostics true` command.
Main.lean:59:20: error: Application type mismatch: The argument
  ha
has type
  a ∈ Set.Ioi 0
but is expected to have type
  0 < ?m.169
in the application
  div_pos ha
```

Cause. Both errors come from the line `exact div_pos ha (by positivity)`. The goal there is `a / q ^ 2 ∈ Set.Ioi 0`, which means `0 < a / q ^ 2` but is written as set membership. Lean did not unfold it in time to read off from it which quotient `div_pos` was about. The numerator, the denominator and even their type stayed unknown, as the `?m` in the messages show. So `ha`, itself a membership, did not fit `0 < ?m.169`, and `positivity` failed looking for a zero in an unknown type.

The repair writes both inequalities out. `ha' : 0 < a` is accepted from `ha` because, with the type now given, Lean can unfold the membership. `positivity` then proves the fully stated `0 < a / q ^ 2`, using `ha'` and `hq`, and `exact h` closes the goal by the same unfolding.

Dropping `<;> ring` after the last `field_simp` is mere tidying: `field_simp` already closes that goal, so `ring` had nothing to run on.

The change, after which it compiles:

```diff
@@ -57,5 +57,7 @@
       exact (h.tendsto' 0 0 (by simp)).mono_left nhdsWithin_le_nhds
     · filter_upwards [self_mem_nhdsWithin] with a ha
-      exact div_pos ha (by positivity)
+      have ha' : 0 < a := ha
+      have h : 0 < a / q ^ 2 := by positivity
+      exact h
   have h := (log_quadratic_term.comp hx).const_mul (-2)
   rw [show (-2 : ℝ) * (-1 / 2) = 1 by norm_num] at h
@@ -66,5 +68,5 @@
   simp only [Function.comp_apply, ringIntegrand, secondOrder]
   generalize Real.log (1 + a / q ^ 2) = L
-  field_simp <;> ring
+  field_simp
 
 end
```
